# The Quartic Stark Coefficient of a Three-State s-p-d Model

An atom in an s ground state is placed in a weak static electric field. The field mixes in a p state, and the ground level falls in proportion to the square of the field. The p state is in turn coupled to a d state, which changes the energy at fourth order. The s-p coupling alone also contributes at that order. Does the whole fourth-order term lower the level further, or does it raise it again?

Take the s energy as zero and let $p,d>0$ be the energies of the other two states, both measured from s; their order is free. Let $F$ be the field strength, and let the real numbers $a$ and $b$ be the s-p and p-d transition dipoles. The Hamiltonian is

$$H(F)=\begin{pmatrix}0&aF&0\\aF&p&bF\\0&bF&d\end{pmatrix}.$$

Its lowest eigenvalue $E(F)$ satisfies

$$\lim_{F\to0,\;F\ne0}\frac{E(F)+a^2F^2/p}{F^4}=\frac{a^4}{p^3}-\frac{a^2b^2}{p^2d}.$$

In the convention $E(F)=E(0)-\tfrac12\alpha F^2-\tfrac1{24}\gamma F^4+\dots$, the hyperpolarizability $\gamma$ is $-24$ times this limit. The second term comes from the path s-p-d-p-s and favours positive $\gamma$. The first is the renormalization term of fourth-order perturbation theory: the second-order lowering $a^2/p$ times the weight $a^2/p^2$ of the admixed p state.

## Removing the quadratic term exactly

A number $x$ is an eigenvalue when $\det(H-x)=0$, that is, when $s(x)=0$ with

$$s(x)=x\big[(p-x)(d-x)-b^2F^2\big]+a^2F^2(d-x).$$

First we locate the lowest root. Write $A=a^2F^2$, $B=b^2F^2$ and $x=-m$ with $m\ge1+A+B$. Then

$$m(p+m)(d+m)>m(d+m)(1+A+B)>(d+m)A+mB,$$

where the last step uses $m\ge1$ and $d+m\ge1$. Hence $s(-m)<0$. Since $s(0)=a^2F^2d\ge0$, there is a root at or below zero, and no root lies below $-(1+A+B)$. The set of roots is closed, so it has a least element $E\le0$.

Next we show that $E\to0$. Put $D=(p-E)(d-E)-b^2F^2$, so that the secular equation reads $-E\,D=a^2F^2(d-E)$. If $b^2F^2\le pd/2$, then

$$D-\tfrac12p(d-E)\ge-E\big(\tfrac p2+d-E\big)\ge0.$$

Inserting this bound and dividing by $d-E>0$ gives $-2a^2F^2/p\le E\le0$. Therefore $E\to0$ and $D\to pd$, and

$$\frac{E}{F^2}=-\frac{a^2(d-E)}{D}\longrightarrow-\frac{a^2}{p}.$$

For the quartic term, the secular equation gives

$$pE+a^2F^2=\frac{a^2F^2\,[D-p(d-E)]}{D}=\frac{a^2F^2\,[-E(d-E)-b^2F^2]}{D}.$$

Division by $pF^4$ leaves

$$\frac{E+a^2F^2/p}{F^4}=\frac{a^2\big[-(E/F^2)(d-E)-b^2\big]}{pD}.$$

Every quantity on the right has a known limit, so the whole tends to $a^2(a^2d/p-b^2)/(p^2d)$, which is the stated value.

## Numbers for a strongly coupled d state

Let $p=1$, $d=2$, $a=1$, $b=2$ in consistent units. The coefficient is $1-4/2=-1$, so $\gamma=24$ in this model. At $F=0.1$ the secular equation becomes

$$x^3-3x^2+1.95x+0.02=0.$$

One Newton step from $x=-0.0101$ gives $E\approx-0.010099$. The quadratic energy is $-0.01$, and the remainder divided by $F^4=10^{-4}$ is about $-0.99$. With $b=1$ instead, the coefficient is $+\tfrac12$ and $\gamma$ changes sign.

## The matrix and its lowest level in Lean

```lean
import Mathlib

open Filter Topology Matrix

namespace StarkHyperpolarizability

noncomputable section
```

The matrix is entered as above, over the reals. The zero of energy is the field-free s level, and the signs of the dipoles are free.

```lean
/-- The Hamiltonian of an s, a p and a d state at energies `0`, `p`, `d` in a static field `F`,
with transition dipoles `a` (s-p) and `b` (p-d). -/
def starkMatrix (p d a b F : ℝ) : Matrix (Fin 3) (Fin 3) ℝ :=
  !![0, a * F, 0; a * F, p, b * F; 0, b * F, d]
```

An energy level is a real $x$ with $Hv=xv$ for some nonzero real vector $v$. Normalisation is not needed. Because $H$ is real and symmetric, restricting to real numbers loses no eigenvalue.

```lean
/-- The energy levels in the field: the eigenvalues of the Hamiltonian. -/
def energyLevels (p d a b F : ℝ) : Set ℝ :=
  {x | ∃ v : Fin 3 → ℝ, v ≠ 0 ∧ starkMatrix p d a b F *ᵥ v = x • v}
```

The ground energy is defined as an infimum; that it is an attained minimum is proved below.

```lean
/-- The ground-state energy in the field: the infimum of the energy levels. -/
def groundEnergy (p d a b F : ℝ) : ℝ := sInf (energyLevels p d a b F)
```

The function $s(x)$ becomes `secular`.

```lean
/-- The secular function of the three-state problem. -/
def secular (p d a b F x : ℝ) : ℝ :=
  x * ((p - x) * (d - x) - b ^ 2 * F ^ 2) + a ^ 2 * F ^ 2 * (d - x)
```

The next theorem identifies levels with zeros of `secular`. Its proof names the shifted matrix $M=H-x$, computes $\det M=-s(x)$, and applies Mathlib's criterion that a square matrix annihilates a nonzero vector exactly when its determinant vanishes.

```lean
/-- The energy levels are exactly the zeros of the secular function. -/
theorem mem_energyLevels_iff (p d a b F x : ℝ) :
    x ∈ energyLevels p d a b F ↔ secular p d a b F x = 0 := by
  obtain ⟨M, hM⟩ : ∃ M : Matrix (Fin 3) (Fin 3) ℝ,
      M = !![-x, a * F, 0; a * F, p - x, b * F; 0, b * F, d - x] := ⟨_, rfl⟩
  have hv : ∀ v : Fin 3 → ℝ, M *ᵥ v = starkMatrix p d a b F *ᵥ v - x • v := by
    intro v
    ext i
    fin_cases i <;>
      simp [hM, starkMatrix, Matrix.mulVec, dotProduct, Fin.sum_univ_three] <;> ring
  have hdet : M.det = -secular p d a b F x := by
    rw [hM, secular]
    simp [Matrix.det_fin_three]
    ring
  constructor
  · rintro ⟨v, hv0, h⟩
    have h0 : M.det = 0 :=
      Matrix.exists_mulVec_eq_zero_iff.mp ⟨v, hv0, by rw [hv, h, sub_self]⟩
    linarith
  · intro h
    obtain ⟨v, hv0, h0⟩ := Matrix.exists_mulVec_eq_zero_iff.mpr
      (show M.det = 0 by rw [hdet, h, neg_zero])
    exact ⟨v, hv0, sub_eq_zero.mp (by rw [← hv, h0])⟩
```

The estimate at low energies follows the computation with $m$, $A$ and $B$. The facts `k1` to `k5` are products of nonnegative factors whose sum is exactly $-s(-m)$.

```lean
/-- The secular function is negative at sufficiently low energies. -/
theorem secular_neg {p d a b F x : ℝ} (hp : 0 < p) (hd : 0 < d)
    (hx : x ≤ -(1 + a ^ 2 * F ^ 2 + b ^ 2 * F ^ 2)) : secular p d a b F x < 0 := by
  obtain ⟨m, rfl⟩ : ∃ m, x = -m := ⟨-x, by ring⟩
  unfold secular
  have hA : 0 ≤ a ^ 2 * F ^ 2 := by positivity
  have hB : 0 ≤ b ^ 2 * F ^ 2 := by positivity
  generalize a ^ 2 * F ^ 2 = A at *
  generalize b ^ 2 * F ^ 2 = B at *
  have hm : 0 < m := by linarith
  have k1 : 0 < m * (d + m) * p := by positivity
  have k2 : 0 ≤ m * (d + m) * (m - 1 - A - B) :=
    mul_nonneg (by positivity) (by linarith)
  have k3 : 0 ≤ (m - 1) * ((d + m) * A) := mul_nonneg (by linarith) (by positivity)
  have k4 : 0 ≤ (d + m - 1) * (m * B) := mul_nonneg (by linarith) (by positivity)
  have k5 : 0 < m * (d + m) := by positivity
  nlinarith [k1, k2, k3, k4, k5]
```

Now the minimum can be established for every $F$, without a weak-field assumption. `IsLeast` says that `groundEnergy` is itself a level and that no level lies below it. The proof combines closedness, the lower bound and the intermediate value theorem.

```lean
/-- At every field strength the ground-state energy is the lowest eigenvalue, and it does not exceed
`0`. -/
theorem groundEnergy_isLeast {p d : ℝ} (hp : 0 < p) (hd : 0 < d) (a b F : ℝ) :
    IsLeast (energyLevels p d a b F) (groundEnergy p d a b F) ∧
      groundEnergy p d a b F ≤ 0 := by
  have hc : Continuous (secular p d a b F) := by
    unfold secular
    fun_prop
  have hS : energyLevels p d a b F = {x | secular p d a b F x = 0} :=
    Set.ext fun x => mem_energyLevels_iff p d a b F x
  have hclosed : IsClosed (energyLevels p d a b F) := by
    rw [hS]
    exact isClosed_eq hc continuous_const
  have hbdd : BddBelow (energyLevels p d a b F) := by
    refine ⟨-(1 + a ^ 2 * F ^ 2 + b ^ 2 * F ^ 2), fun x hx => ?_⟩
    by_contra hlt
    exact absurd ((mem_energyLevels_iff p d a b F x).mp hx)
      (ne_of_lt (secular_neg hp hd (not_le.mp hlt).le))
  -- a sign change of the secular function produces a level at or below zero
  have hM : -(1 + a ^ 2 * F ^ 2 + b ^ 2 * F ^ 2) ≤ 0 := by
    have : 0 ≤ 1 + a ^ 2 * F ^ 2 + b ^ 2 * F ^ 2 := by positivity
    linarith
  have h0 : 0 ≤ secular p d a b F 0 := by
    have : 0 ≤ a ^ 2 * F ^ 2 * d := by positivity
    unfold secular
    linarith
  obtain ⟨x, hx, hgx⟩ := intermediate_value_Icc hM hc.continuousOn
    ⟨(secular_neg hp hd le_rfl).le, h0⟩
  have hxS : x ∈ energyLevels p d a b F := (mem_energyLevels_iff p d a b F x).mpr hgx
  exact ⟨⟨hclosed.csInf_mem ⟨x, hxS⟩ hbdd, fun y hy => csInf_le hbdd hy⟩,
    (csInf_le hbdd hxS).trans hx.2⟩
```

## Weak-field limits

The hypothesis `hF` is the condition $b^2F^2\le pd/2$, which is sufficient for this bound but not always necessary. In the proof, `hD` is the lower bound on $D$, and `h3` is the inequality after cancelling $d-E$.

```lean
/-- In a weak field the ground-state energy is lowered by at most `2 a² F² / p`. -/
theorem groundEnergy_lower_bound {p d a b F : ℝ} (hp : 0 < p) (hd : 0 < d)
    (hF : b ^ 2 * F ^ 2 ≤ p * d / 2) :
    -(2 * a ^ 2 * F ^ 2 / p) ≤ groundEnergy p d a b F := by
  obtain ⟨hl, hE⟩ := groundEnergy_isLeast hp hd a b F
  have hs := (mem_energyLevels_iff p d a b F _).mp hl.1
  unfold secular at hs
  generalize groundEnergy p d a b F = E at *
  have hn : 0 ≤ -E := by linarith
  have hpos : 0 < d - E := by linarith
  have hD : p * (d - E) / 2 ≤ (p - E) * (d - E) - b ^ 2 * F ^ 2 := by
    have : 0 ≤ -E * (p / 2 + (d - E)) := mul_nonneg hn (by linarith)
    linarith
  have h1 := mul_le_mul_of_nonneg_left hD hn
  have h2 : (-E * p / 2) * (d - E) ≤ (a ^ 2 * F ^ 2) * (d - E) := by linarith
  have h3 := le_of_mul_le_mul_right h2 hpos
  rw [neg_le, le_div_iff₀ hp]
  linarith
```

The filter `𝓝[≠] 0` expresses "$F\to0$ through nonzero values". Squeezing $E$ between the lower bound and zero gives the first limit, and the limit of $D$ follows by arithmetic of limits.

```lean
/-- As the field is switched off, the ground-state energy tends to `0`, and the determinant of
the shifted p-d block tends to `p d`. -/
theorem tendsto_zero_field {p d : ℝ} (hp : 0 < p) (hd : 0 < d) (a b : ℝ) :
    Tendsto (groundEnergy p d a b) (𝓝[≠] 0) (𝓝 0) ∧
    Tendsto (fun F => (p - groundEnergy p d a b F) * (d - groundEnergy p d a b F)
      - b ^ 2 * F ^ 2) (𝓝[≠] 0) (𝓝 (p * d)) := by
  have hf : Tendsto (fun F : ℝ => F ^ 2) (𝓝[≠] 0) (𝓝 0) := by
    have h : Tendsto (fun F : ℝ => F ^ 2) (𝓝 0) (𝓝 ((0 : ℝ) ^ 2)) :=
      (continuous_pow 2).tendsto 0
    rw [zero_pow two_ne_zero] at h
    exact h.mono_left nhdsWithin_le_nhds
  have hb := hf.const_mul (b ^ 2)
  have ha := hf.const_mul (-(2 * a ^ 2 / p))
  rw [mul_zero] at hb ha
  have hE : Tendsto (groundEnergy p d a b) (𝓝[≠] 0) (𝓝 0) := by
    refine tendsto_of_tendsto_of_tendsto_of_le_of_le' ha tendsto_const_nhds ?_ ?_
    · filter_upwards [hb.eventually_le_const (show 0 < p * d / 2 by positivity)] with F hF
      have h := groundEnergy_lower_bound (a := a) hp hd hF
      have e : -(2 * a ^ 2 / p) * F ^ 2 = -(2 * a ^ 2 * F ^ 2 / p) := by ring
      exact e.le.trans h
    · exact Eventually.of_forall fun F => (groundEnergy_isLeast hp hd a b F).2
  refine ⟨hE, ?_⟩
  have h := ((hE.const_sub p).mul (hE.const_sub d)).sub hb
  simp only [sub_zero] at h
  exact h
```

The quadratic coefficient is obtained from $E/F^2=-a^2(d-E)/D$.

```lean
/-- The quadratic Stark coefficient: `E(F) / F²` tends to `-a² / p`. -/
theorem tendsto_quadratic {p d : ℝ} (hp : 0 < p) (hd : 0 < d) (a b : ℝ) :
    Tendsto (fun F => groundEnergy p d a b F / F ^ 2) (𝓝[≠] 0) (𝓝 (-(a ^ 2 / p))) := by
  obtain ⟨hE, hD⟩ := tendsto_zero_field hp hd a b
  have hpd : p * d ≠ 0 := (mul_pos hp hd).ne'
  have hR := (((hE.const_sub d).const_mul (a ^ 2)).neg).div hD hpd
  have hv : -(a ^ 2 * (d - 0)) / (p * d) = -(a ^ 2 / p) := by
    rw [sub_zero]
    field_simp
  rw [hv] at hR
  refine hR.congr' ?_
  filter_upwards [self_mem_nhdsWithin, hD.eventually_ne hpd] with F hF hDF
  have hF0 : F ≠ 0 := hF
  have hs := (mem_energyLevels_iff p d a b F _).mp (groundEnergy_isLeast hp hd a b F).1.1
  unfold secular at hs
  change -(a ^ 2 * (d - groundEnergy p d a b F)) / _ = _
  rw [div_eq_div_iff hDF (pow_ne_zero 2 hF0)]
  linear_combination -hs
```

This proof and the next turn on `Tendsto.congr'`. The quotient of interest has the form $0/0$, so the limit laws do not apply to it directly. They do apply to the rearranged expression, whose denominator tends to a nonzero number; that limit is `hR`. The call `hR.congr' ?_` then transfers the limit, provided that the two expressions agree eventually, meaning for all nonzero $F$ close enough to zero. `filter_upwards` supplies the two conditions under which they agree, $F\ne0$ and $D\ne0$. After cross-multiplication, `linear_combination` derives the remaining identity from the secular equation `hs`. In the quartic case it also uses `hq`, which states $(E/F^2)\,F^2=E$.

```lean
/-- The quartic Stark coefficient: `(E(F) + a² F² / p) / F⁴` tends to `a⁴/p³ - a²b²/(p²d)`. -/
theorem tendsto_quartic {p d : ℝ} (hp : 0 < p) (hd : 0 < d) (a b : ℝ) :
    Tendsto (fun F => (groundEnergy p d a b F + a ^ 2 * F ^ 2 / p) / F ^ 4) (𝓝[≠] 0)
      (𝓝 (a ^ 4 / p ^ 3 - a ^ 2 * b ^ 2 / (p ^ 2 * d))) := by
  obtain ⟨hE, hD⟩ := tendsto_zero_field hp hd a b
  have hpd : p * d ≠ 0 := (mul_pos hp hd).ne'
  have hR := ((((tendsto_quadratic hp hd a b).neg.mul (hE.const_sub d)).sub_const
    (b ^ 2)).const_mul (a ^ 2)).div (hD.const_mul p) (mul_ne_zero hp.ne' hpd)
  have hv : a ^ 2 * (- -(a ^ 2 / p) * (d - 0) - b ^ 2) / (p * (p * d))
      = a ^ 4 / p ^ 3 - a ^ 2 * b ^ 2 / (p ^ 2 * d) := by
    rw [sub_zero, neg_neg]
    field_simp
  rw [hv] at hR
  refine hR.congr' ?_
  filter_upwards [self_mem_nhdsWithin, hD.eventually_ne hpd] with F hF hDF
  have hF0 : F ≠ 0 := hF
  have hs := (mem_energyLevels_iff p d a b F _).mp (groundEnergy_isLeast hp hd a b F).1.1
  unfold secular at hs
  have hq : groundEnergy p d a b F / F ^ 2 * F ^ 2 = groundEnergy p d a b F :=
    div_mul_cancel₀ _ (pow_ne_zero 2 hF0)
  -- the secular equation removes the quadratic part of the energy exactly
  change a ^ 2 * (-(groundEnergy p d a b F / F ^ 2) * (d - groundEnergy p d a b F) - b ^ 2)
    / (p * _) = _
  generalize groundEnergy p d a b F / F ^ 2 = q at *
  generalize groundEnergy p d a b F = E at *
  have h1 : (E + a ^ 2 * F ^ 2 / p) / F ^ 4 = (p * E + a ^ 2 * F ^ 2) / (p * F ^ 4) := by
    have h2 : E + a ^ 2 * F ^ 2 / p = (p * E + a ^ 2 * F ^ 2) / p := by
      field_simp
    rw [h2, div_div]
  rw [h1, div_eq_div_iff (mul_ne_zero hp.ne' hDF) (mul_ne_zero hp.ne' (pow_ne_zero 4 hF0))]
  linear_combination -p ^ 2 * hs - p * F ^ 2 * a ^ 2 * (d - E) * hq
```

## Which contribution wins

The limit can be written as $a^2(a^2d-b^2p)/(p^3d)$, so for $a\ne0$ its sign is that of $a^2d-b^2p$. A function with a negative limit is eventually negative, and likewise for a positive limit. Since $F^4>0$, the sign passes to $E+a^2F^2/p$. The last theorem states this as a comparison with the quadratic Stark energy: the level lies below it when $a^2d<b^2p$, and above it when $b^2p<a^2d$, for all sufficiently small nonzero fields. It gives no explicit size for these fields, and it leaves the balanced case $a^2d=b^2p$ open.

```lean
/-- For `a ≠ 0`, the weak-field energy lies below the quadratic Stark energy if `a² d < b² p`,
and above it if `b² p < a² d`. -/
theorem quartic_shift_sign {p d a : ℝ} (hp : 0 < p) (hd : 0 < d) (ha : a ≠ 0) (b : ℝ) :
    (a ^ 2 * d < b ^ 2 * p →
      ∀ᶠ F in 𝓝[≠] 0, groundEnergy p d a b F < -(a ^ 2 * F ^ 2 / p)) ∧
    (b ^ 2 * p < a ^ 2 * d →
      ∀ᶠ F in 𝓝[≠] 0, -(a ^ 2 * F ^ 2 / p) < groundEnergy p d a b F) := by
  have hlim := tendsto_quartic hp hd a b
  have e : a ^ 4 / p ^ 3 - a ^ 2 * b ^ 2 / (p ^ 2 * d)
      = a ^ 2 * (a ^ 2 * d - b ^ 2 * p) / (p ^ 3 * d) := by
    field_simp
  rw [e] at hlim
  have ha2 : 0 < a ^ 2 := by positivity
  have hden : 0 < p ^ 3 * d := by positivity
  constructor
  · intro h
    have hneg := div_neg_of_neg_of_pos (mul_neg_of_pos_of_neg ha2 (sub_neg.mpr h)) hden
    filter_upwards [hlim.eventually_lt_const hneg] with F hF
    by_contra hc
    have : 0 ≤ (groundEnergy p d a b F + a ^ 2 * F ^ 2 / p) / F ^ 4 :=
      div_nonneg (by linarith [not_lt.mp hc]) (by positivity)
    linarith
  · intro h
    have hpos := div_pos (mul_pos ha2 (sub_pos.mpr h)) hden
    filter_upwards [hlim.eventually_const_lt hpos] with F hF
    by_contra hc
    have : (groundEnergy p d a b F + a ^ 2 * F ^ 2 / p) / F ^ 4 ≤ 0 :=
      div_nonpos_of_nonpos_of_nonneg (by linarith [not_lt.mp hc]) (by positivity)
    linarith

end

end StarkHyperpolarizability
```

```lean
#print axioms StarkHyperpolarizability.tendsto_quartic
-- 'StarkHyperpolarizability.tendsto_quartic' depends on axioms: [propext, Classical.choice, Quot.sound]
#print axioms StarkHyperpolarizability.quartic_shift_sign
-- 'StarkHyperpolarizability.quartic_shift_sign' depends on axioms: [propext, Classical.choice, Quot.sound]
```

The energies and dipoles are parameters here, not derived from an atomic Hamiltonian. The condition $p>0$ excludes an s level degenerate with p, where, for $a\ne0$, the leading shift would be linear in $|F|$. A real atom has further bound states and a continuum, which also contribute to $\gamma$ and are absent from the matrix. For finite-field calculations, in which hyperpolarizabilities are extracted from energies at several small fields, the limit provides an exact test value as long as the procedure is applied to this three-state model.
